# Diffraction from a classical harmonic chain: line shape \(\sinh g/(\cosh g-\cos\varphi)\), with phase half width close to \(G^2s^2/2\) for small \(s\)

For every \(g>0\) and real \(\varphi\),

\[
\sum_{n\in\mathbb Z} e^{in\varphi-g|n|}=\frac{\sinh g}{\cosh g-\cos\varphi}.
\]

This should be the diffraction line shape of a classical harmonic chain with nearest-neighbour springs, mean spacing \(a\) and bond-length variance \(s^2\), where \(G\) is the wave-vector transfer along the chain, \(g=G^2s^2/2\) and \(\varphi=Ga\). At fixed \(g\) it peaks where \(\varphi\) is a multiple of \(2\pi\) and is half maximal where \(|\sin(\varphi/2)|=\sinh(g/2)\), so I would say that the peaks widen as \(G^2\). Can this be proved rigorously and checked by machine, starting from the thermal average and with a precise meaning for "widen as \(G^2\)"?

## From Gaussian separations to the peak width

Yes. For \(s>0\) and \(G\neq0\), the thermal pair averages sum to this line shape. For every \(g>0\), half maximum is equivalent to \(|\sin(\varphi/2)|=\sinh(g/2)\), which has a solution exactly when \(\sinh(g/2)\le1\). At fixed \(G\), the half width in phase divided by \(s^2\) tends to \(G^2/2\) as \(s\to0\).

**The thermal average.** In a classical chain with free ends and nearest-neighbour springs of stiffness \(K\), the bond lengths fluctuate independently, each with variance \(s^2=k_BT/K\) at temperature \(T\). Variances add, so the separation \(x\) of two atoms \(n\) places apart is Gaussian with mean \(na\) and variance \(v=|n|s^2\). For \(n\neq0\), completing the square gives

\[
iGx-\frac{(x-na)^2}{2v}=iGna-\frac{G^2v}{2}-\frac{(x-na-iGv)^2}{2v}.
\]

The last term integrates to the usual normalisation, so

\[
\langle e^{iGx}\rangle=e^{iGna-G^2|n|s^2/2}=e^{in\varphi-g|n|}.
\]

For \(n=0\) the separation is zero and the average is 1, as the formula says.

**The sum.** Put \(z=e^{-g+i\varphi}\) and \(w=e^{-g-i\varphi}\). Both have modulus \(e^{-g}<1\). The terms with \(n\ge0\) sum to \(1/(1-z)\), and those with \(n<0\) to \(w/(1-w)\). Together they give

\[
\frac1{1-z}+\frac w{1-w}=\frac{1-zw}{(1-z)(1-w)}
=\frac{1-e^{-2g}}{1-2e^{-g}\cos\varphi+e^{-2g}}.
\]

Multiplying numerator and denominator by \(e^g/2\) gives \(\sinh g/(\cosh g-\cos\varphi)\).

The term \(n=0\) must be counted once. If both geometric series start at 1, the result is too large by exactly 1.

**Peak and half maximum.** Since \(\cosh g=1+2\sinh^2(g/2)\) and \(\cos\varphi=1-2\sin^2(\varphi/2)\),

\[
\cosh g-\cos\varphi=2\left[\sinh^2(g/2)+\sin^2(\varphi/2)\right].
\]

This is smallest when \(\cos\varphi=1\), which includes \(\varphi=0\). The numerator does not depend on \(\varphi\), so half maximum means that the denominator has doubled from its value \(2\sinh^2(g/2)\) at the peak. Hence \(\sin^2(\varphi/2)=\sinh^2(g/2)\), and because \(\sinh(g/2)>0\),

\[
|\sin(\varphi/2)|=\sinh(g/2).
\]

A solution exists exactly when the right-hand side is at most 1. For \(|\varphi|\le\pi\), the angle \(|\varphi|/2\) lies between 0 and \(\pi/2\), where the sine can be inverted:

\[
|\varphi|=2\arcsin(\sinh(g/2)).
\]

For small \(g\) this half width is \(g+O(g^3)\). With \(g=G^2s^2/2\), dividing by \(s^2\) and letting \(s\to0\) leaves \(G^2/2\).

## The Lean file

```lean
import Mathlib

open MeasureTheory ProbabilityTheory Filter Topology
open scoped NNReal

namespace HarmonicChainDiffraction

noncomputable section

/-- Thermal average of the phase factor `exp (i G x)`, where the separation `x` of two atoms
`n` places apart is Gaussian with mean `n a` and variance `|n| s²`. -/
def pairAverage (a : ℝ) (s : ℝ≥0) (G : ℝ) (n : ℤ) : ℂ :=
  ∫ x : ℝ, Complex.exp (G * x * Complex.I) ∂(gaussianReal (n * a) (n.natAbs * s ^ 2))

/-- The line shape `sinh g / (cosh g - cos φ)`, for `g ≠ 0` or `cos φ ≠ 1`. -/
def lineShape (g φ : ℝ) : ℝ := Real.sinh g / (Real.cosh g - Real.cos φ)

/-- The phase `2 arcsin (sinh (g/2))`, for `|sinh (g/2)| ≤ 1`. -/
def halfWidth (g : ℝ) : ℝ := 2 * Real.arcsin (Real.sinh (g / 2))

/-- The thermal average over a pair `n` places apart is a phase factor of angle `n G a`
damped by `exp (-G² s² |n| / 2)`. -/
theorem pairAverage_eq (a : ℝ) (s : ℝ≥0) (G : ℝ) (n : ℤ) :
    pairAverage a s G n = Complex.exp (n * ((G * a : ℝ) : ℂ) * Complex.I
      - ((G ^ 2 * (s : ℝ) ^ 2 / 2 : ℝ) : ℂ) * n.natAbs) := by
  rw [pairAverage, ← charFun_apply_real, charFun_gaussianReal]
  congr 1
  push_cast
  ring

/-- The denominator of the line shape is a sum of two squares in the half arguments. -/
theorem denominator_eq (g φ : ℝ) : Real.cosh g - Real.cos φ =
    2 * (Real.sinh (g / 2) ^ 2 + Real.sin (φ / 2) ^ 2) := by
  have h1 := Real.cosh_two_mul (g / 2)
  have h2 := Real.cos_two_mul (φ / 2)
  rw [show 2 * (g / 2) = g by ring] at h1
  rw [show 2 * (φ / 2) = φ by ring] at h2
  linear_combination h1 - h2 + Real.cosh_sq (g / 2) - 2 * Real.sin_sq_add_cos_sq (φ / 2)

/-- For `g > 0` the denominator of the line shape is positive at every phase. -/
theorem denominator_pos {g : ℝ} (hg : 0 < g) (φ : ℝ) : 0 < Real.cosh g - Real.cos φ := by
  have h1 := Real.one_lt_cosh.2 hg.ne'
  linarith [Real.cos_le_one φ]

/-- For `g > 0` the lattice sum of `exp (i n φ - g |n|)` over all integers `n` converges to
the line shape. -/
theorem hasSum_lineShape {g : ℝ} (hg : 0 < g) (φ : ℝ) :
    HasSum (fun n : ℤ => Complex.exp (n * (φ : ℂ) * Complex.I - (g : ℂ) * n.natAbs))
      (lineShape g φ : ℂ) := by
  have he : ‖Complex.exp (-(g : ℂ))‖ < 1 := by
    rw [Complex.norm_exp, show (-(g : ℂ)).re = -g by simp]
    exact Real.exp_lt_one_iff.2 (by linarith)
  have hv : ‖Complex.exp (-(φ : ℂ) * Complex.I)‖ = 1 := by
    have h := Complex.norm_exp_ofReal_mul_I (-φ)
    rwa [Complex.ofReal_neg] at h
  have hz : ‖Complex.exp (-(g : ℂ)) * Complex.exp ((φ : ℂ) * Complex.I)‖ < 1 := by
    rw [norm_mul, Complex.norm_exp_ofReal_mul_I, mul_one]
    exact he
  have hw : ‖Complex.exp (-(g : ℂ)) * Complex.exp (-(φ : ℂ) * Complex.I)‖ < 1 := by
    rw [norm_mul, hv, mul_one]
    exact he
  -- atoms to the right: a geometric series
  have hpos : ∀ n : ℕ, Complex.exp (((n : ℤ) : ℂ) * (φ : ℂ) * Complex.I
      - (g : ℂ) * ((n : ℤ).natAbs : ℂ)) =
      (Complex.exp (-(g : ℂ)) * Complex.exp ((φ : ℂ) * Complex.I)) ^ n := by
    intro n
    rw [Int.natAbs_natCast, ← Complex.exp_add, ← Complex.exp_nat_mul]
    congr 1
    push_cast
    ring
  -- atoms to the left: the conjugate series without its first term
  have hneg : ∀ n : ℕ, Complex.exp (((-((n : ℤ) + 1) : ℤ) : ℂ) * (φ : ℂ) * Complex.I
      - (g : ℂ) * ((-((n : ℤ) + 1)).natAbs : ℂ)) =
      (Complex.exp (-(g : ℂ)) * Complex.exp (-(φ : ℂ) * Complex.I)) *
      (Complex.exp (-(g : ℂ)) * Complex.exp (-(φ : ℂ) * Complex.I)) ^ n := by
    intro n
    have hn : (-((n : ℤ) + 1)).natAbs = n + 1 := by omega
    rw [hn, ← pow_succ', ← Complex.exp_add, ← Complex.exp_nat_mul]
    congr 1
    push_cast
    ring
  have A := hasSum_geometric_of_norm_lt_one hz
  have B := (hasSum_geometric_of_norm_lt_one hw).mul_left
    (Complex.exp (-(g : ℂ)) * Complex.exp (-(φ : ℂ) * Complex.I))
  simp only [← hpos] at A
  simp only [← hneg] at B
  have hsum := HasSum.of_nat_of_neg_add_one
    (f := fun n : ℤ => Complex.exp (n * (φ : ℂ) * Complex.I - (g : ℂ) * n.natAbs)) A B
  convert hsum using 1
  -- add the two closed forms
  have hD : Complex.cosh (g : ℂ) - Complex.cos (φ : ℂ) ≠ 0 := by
    exact_mod_cast (denominator_pos hg φ).ne'
  have h1 : 1 - Complex.exp (-(g : ℂ)) * Complex.exp ((φ : ℂ) * Complex.I) ≠ 0 := by
    intro h
    rw [← sub_eq_zero.1 h, norm_one] at hz
    exact lt_irrefl _ hz
  have h2 : 1 - Complex.exp (-(g : ℂ)) * Complex.exp (-(φ : ℂ) * Complex.I) ≠ 0 := by
    intro h
    rw [← sub_eq_zero.1 h, norm_one] at hw
    exact lt_irrefl _ hw
  have hE : Complex.exp (g : ℂ) * Complex.exp (-(g : ℂ)) = 1 := by
    rw [← Complex.exp_add, add_neg_cancel, Complex.exp_zero]
  have hU : Complex.exp ((φ : ℂ) * Complex.I) * Complex.exp (-(φ : ℂ) * Complex.I) = 1 := by
    rw [← Complex.exp_add, neg_mul, add_neg_cancel, Complex.exp_zero]
  have hS := Complex.two_sinh (g : ℂ)
  have hC := Complex.two_cosh (g : ℂ)
  have hc := Complex.two_cos (φ : ℂ)
  rw [lineShape, Complex.ofReal_div, Complex.ofReal_sub, Complex.ofReal_sinh,
    Complex.ofReal_cosh, Complex.ofReal_cos]
  generalize Complex.exp ((φ : ℂ) * Complex.I) = u at *
  generalize Complex.exp (-(φ : ℂ) * Complex.I) = v at *
  generalize Complex.exp (-(g : ℂ)) = e at *
  have hQ : Complex.sinh (g : ℂ) * (2 * e) = 1 - (e * u) * (e * v) := by
    linear_combination e * hS + hE + e ^ 2 * hU
  have hP : (Complex.cosh (g : ℂ) - Complex.cos (φ : ℂ)) * (2 * e) =
      (1 - e * u) * (1 - e * v) := by
    linear_combination e * hC - e * hc + hE - e ^ 2 * hU
  have hR : (1 - e * u)⁻¹ + e * v * (1 - e * v)⁻¹ =
      (1 - (e * u) * (e * v)) / ((1 - e * u) * (1 - e * v)) := by
    rw [eq_div_iff (mul_ne_zero h1 h2)]
    linear_combination (1 - e * v) * inv_mul_cancel₀ h1
      + e * v * (1 - e * u) * inv_mul_cancel₀ h2
  rw [hR, div_eq_div_iff hD (mul_ne_zero h1 h2)]
  linear_combination (Complex.cosh (g : ℂ) - Complex.cos (φ : ℂ)) * hQ
    - Complex.sinh (g : ℂ) * hP

/-- Structure factor of the harmonic chain: for `s ≠ 0` and `G ≠ 0` the thermal averages over
all pairs sum to the line shape with `g = G² s² / 2` and `φ = G a`. -/
theorem structureFactor (a : ℝ) {s : ℝ≥0} {G : ℝ} (hs : s ≠ 0) (hG : G ≠ 0) :
    HasSum (pairAverage a s G) (lineShape (G ^ 2 * (s : ℝ) ^ 2 / 2) (G * a) : ℂ) := by
  have hs' : (s : ℝ) ≠ 0 := NNReal.coe_ne_zero.2 hs
  have hg : 0 < G ^ 2 * (s : ℝ) ^ 2 / 2 := by positivity
  rw [funext (pairAverage_eq a s G)]
  exact hasSum_lineShape hg (G * a)

/-- For `g > 0` the line shape is largest at `φ = 0`, and it takes this largest value exactly
at the phases with `cos φ = 1`. -/
theorem lineShape_le_peak {g : ℝ} (hg : 0 < g) (φ : ℝ) :
    lineShape g φ ≤ lineShape g 0 ∧ (lineShape g φ = lineShape g 0 ↔ Real.cos φ = 1) := by
  have hs := Real.sinh_pos_iff.2 hg
  unfold lineShape
  refine ⟨div_le_div_of_nonneg_left hs.le (denominator_pos hg 0) ?_, fun h => ?_, fun h => ?_⟩
  · rw [Real.cos_zero]
    linarith [Real.cos_le_one φ]
  · rw [div_eq_div_iff (denominator_pos hg φ).ne' (denominator_pos hg 0).ne'] at h
    have h' := mul_left_cancel₀ hs.ne' h
    rw [Real.cos_zero] at h'
    linarith
  · rw [h, Real.cos_zero]

/-- For `g > 0` the line shape has half its peak value exactly where
`|sin (φ/2)| = sinh (g/2)`. -/
theorem half_maximum_iff {g : ℝ} (hg : 0 < g) (φ : ℝ) :
    lineShape g φ = lineShape g 0 / 2 ↔ |Real.sin (φ / 2)| = Real.sinh (g / 2) := by
  have hs := Real.sinh_pos_iff.2 hg
  have hh : 0 < Real.sinh (g / 2) := Real.sinh_pos_iff.2 (by linarith)
  have h0 : Real.cosh g - Real.cos 0 = 2 * Real.sinh (g / 2) ^ 2 := by
    rw [denominator_eq]
    simp
  have hD := denominator_eq g φ
  -- half maximum means that the denominator has doubled
  rw [lineShape, lineShape, div_div, div_eq_div_iff (denominator_pos hg φ).ne'
    (mul_pos (denominator_pos hg 0) two_pos).ne', mul_right_inj' hs.ne',
    ← sq_eq_sq₀ (abs_nonneg _) hh.le, sq_abs]
  constructor <;> intro h <;> linarith

/-- For `g > 0` the line shape falls to half its peak value at some phase if and only if
`sinh (g/2) ≤ 1`. -/
theorem exists_half_maximum_iff {g : ℝ} (hg : 0 < g) :
    (∃ φ, lineShape g φ = lineShape g 0 / 2) ↔ Real.sinh (g / 2) ≤ 1 := by
  have hh : 0 < Real.sinh (g / 2) := Real.sinh_pos_iff.2 (by linarith)
  constructor
  · rintro ⟨φ, h⟩
    rw [← (half_maximum_iff hg φ).1 h]
    exact Real.abs_sin_le_one _
  · intro h
    refine ⟨halfWidth g, (half_maximum_iff hg _).2 ?_⟩
    rw [halfWidth, mul_div_cancel_left₀ _ (two_ne_zero' ℝ),
      Real.sin_arcsin (by linarith) h, abs_of_pos hh]

/-- For `g > 0` with `sinh (g/2) ≤ 1`, a phase with `|φ| ≤ π` is at half maximum exactly when
its distance from the peak at zero is `halfWidth g`. -/
theorem half_maximum_iff_halfWidth {g φ : ℝ} (hg : 0 < g) (h1 : Real.sinh (g / 2) ≤ 1)
    (hφ : |φ| ≤ Real.pi) :
    lineShape g φ = lineShape g 0 / 2 ↔ |φ| = halfWidth g := by
  have hh : 0 < Real.sinh (g / 2) := Real.sinh_pos_iff.2 (by linarith)
  have hp := Real.pi_pos
  have h0 := abs_nonneg φ
  have hnn : 0 ≤ Real.sin (|φ| / 2) :=
    Real.sin_nonneg_of_nonneg_of_le_pi (by linarith) (by linarith)
  have habs : |Real.sin (φ / 2)| = Real.sin (|φ| / 2) := by
    rcases le_total 0 φ with h | h
    · rw [abs_of_nonneg h] at hnn ⊢
      exact abs_of_nonneg hnn
    · rw [abs_of_nonpos h] at hnn ⊢
      rw [← abs_neg (Real.sin (φ / 2)), ← Real.sin_neg, ← neg_div]
      exact abs_of_nonneg hnn
  rw [half_maximum_iff hg, habs, halfWidth]
  constructor
  · intro h
    rw [← h, Real.arcsin_sin (by linarith) (by linarith)]
    ring
  · intro h
    rw [h, mul_div_cancel_left₀ _ (two_ne_zero' ℝ), Real.sin_arcsin (by linarith) h1]

/-- Peaks widen as `G²`: at fixed `G`, the half width at `g = G² s² / 2` divided by `s²` tends
to `G² / 2` as `s` tends to zero. -/
theorem halfWidth_quadratic (G : ℝ) :
    Tendsto (fun s : ℝ => halfWidth (G ^ 2 * s ^ 2 / 2) / s ^ 2) (𝓝[≠] 0)
      (𝓝 (G ^ 2 / 2)) := by
  have hin : HasDerivAt (fun t : ℝ => G ^ 2 / 4 * t) (G ^ 2 / 4) 0 :=
    ((hasDerivAt_id' (0 : ℝ)).const_mul (G ^ 2 / 4)).congr_deriv (mul_one _)
  have hs : HasDerivAt (fun t : ℝ => Real.sinh (G ^ 2 / 4 * t)) (G ^ 2 / 4) 0 :=
    hin.sinh.congr_deriv (by simp)
  have ha : HasDerivAt Real.arcsin 1 (Real.sinh (G ^ 2 / 4 * 0)) := by
    rw [mul_zero, Real.sinh_zero]
    have h := Real.hasDerivAt_arcsin (x := 0) (by norm_num) (by norm_num)
    simpa using h
  have hd : HasDerivAt (fun t : ℝ => 2 * Real.arcsin (Real.sinh (G ^ 2 / 4 * t)))
      (G ^ 2 / 2) 0 :=
    ((HasDerivAt.comp (h := fun t : ℝ => Real.sinh (G ^ 2 / 4 * t)) (0 : ℝ) ha hs).const_mul
      2).congr_deriv (by ring)
  -- the derivative in the variable `s²` is the required limit
  have hsq : Tendsto (fun s : ℝ => s ^ 2) (𝓝[≠] 0) (𝓝[≠] 0) := by
    refine tendsto_nhdsWithin_iff.2 ⟨((continuous_pow 2).tendsto' (0 : ℝ) 0
      (by norm_num)).mono_left nhdsWithin_le_nhds, ?_⟩
    filter_upwards [self_mem_nhdsWithin] with s hs
    exact pow_ne_zero 2 hs
  refine ((hasDerivAt_iff_tendsto_slope_zero.1 hd).comp hsq).congr (fun s => ?_)
  simp only [Function.comp_apply, halfWidth, smul_eq_mul, zero_add, mul_zero,
    Real.sinh_zero, Real.arcsin_zero, sub_zero]
  rw [show G ^ 2 * s ^ 2 / 2 / 2 = G ^ 2 / 4 * s ^ 2 by ring]
  ring

end

end HarmonicChainDiffraction
```

```lean
#print axioms HarmonicChainDiffraction.structureFactor
#print axioms HarmonicChainDiffraction.exists_half_maximum_iff
#print axioms HarmonicChainDiffraction.half_maximum_iff_halfWidth
#print axioms HarmonicChainDiffraction.halfWidth_quadratic
```

```
'HarmonicChainDiffraction.structureFactor' depends on axioms: [propext, Classical.choice, Quot.sound]
'HarmonicChainDiffraction.exists_half_maximum_iff' depends on axioms: [propext, Classical.choice, Quot.sound]
'HarmonicChainDiffraction.half_maximum_iff_halfWidth' depends on axioms: [propext, Classical.choice, Quot.sound]
'HarmonicChainDiffraction.halfWidth_quadratic' depends on axioms: [propext, Classical.choice, Quot.sound]
```

## What the definitions and theorems say

`pairAverage a s G n` is the integral of \(e^{iGx}\) over a Gaussian measure. The second argument of `gaussianReal` is a variance, not a standard deviation, and `n.natAbs` is \(|n|\). The type `ℝ≥0` makes `s` a nonnegative real number. The Gaussian law with variance \(|n|s^2\) is built into this definition; it stands for independent classical bond fluctuations and is not derived from a Hamiltonian. The damping factor \(e^{-g|n|}\), by contrast, is proved in `pairAverage_eq`.

`structureFactor` says that for `s ≠ 0` and `G ≠ 0` these averages, summed over all integers, converge to `lineShape` at \(g=G^2s^2/2\) and \(\varphi=Ga\). `HasSum` expresses convergence independent of the order of summation. The chain is infinite, and finite-size corrections are not treated.

`lineShape_le_peak` gives the maximum and says that it is attained exactly when \(\cos\varphi=1\), so the peak repeats with period \(2\pi\). `half_maximum_iff` is the half-maximum condition for all \(g>0\), and `exists_half_maximum_iff` says when it can be met.

`halfWidth` is the distance in phase from the peak to half maximum, not the full width. `half_maximum_iff_halfWidth` identifies it as such under the hypotheses \(\sinh(g/2)\le1\) and \(|\varphi|\le\pi\). Beyond \(\sinh(g/2)=1\), Mathlib's `arcsin` stays at \(\pi/2\), and `halfWidth` no longer marks a half maximum.

`halfWidth_quadratic` is the precise form of "widen as \(G^2\)". The notation `𝓝[≠] 0` means that \(s\) approaches zero through nonzero values. The width is taken at fixed \(g\) while \(\varphi\) varies. In a scan over \(G\), both change together, so applying this width to a measured peak means treating \(g\) as constant across it. For small \(s\) the peaks of such a scan lie near \(Ga=2\pi m\) with \(m\) a nonzero integer, and the width is measured from there. Near \(G=0\) the approximation fails: \(g\) vanishes with \(G\), and for \(a>0\) the line shape tends to \(s^2/a^2\) instead of growing to a sharp peak.

For simulations of a free-ended, classical nearest-neighbour harmonic chain of \(N\) atoms at positions \(x_j\), the line shape offers a reference for the static structure factor per atom, \(\langle|\sum_j e^{iGx_j}|^2\rangle/N\), when \(Ng\gg1\).

## How Lean reaches the line shape and its width

**Thermal average.** `pairAverage_eq` recognises the integral as a characteristic function and evaluates it with `charFun_gaussianReal`. This replaces completing the square.

**Lattice sum.** In `hasSum_lineShape`, `hz` and `hw` bound the moduli of \(z\) and \(w\) below 1. The steps `hpos` and `hneg` rewrite the terms to the right and left as powers, and `A` and `B` are the two geometric sums. The device that joins them is `HasSum.of_nat_of_neg_add_one`. For a function \(f\) on the integers, it takes a sum of \(f(n)\) and a sum of \(f(-(n+1))\), both over natural numbers \(n\), and returns the sum of \(f\) over all integers. The first family covers \(0,1,2,\dots\) and the second \(-1,-2,\dots\), so the indexing itself counts \(n=0\) once. It also explains the extra factor \(w\) in `hneg`.

What remains is algebra. The exponentials \(e^{i\varphi}\), \(e^{-i\varphi}\) and \(e^{-g}\) become the letters `u`, `v` and `e`. Then `hR` adds the two fractions, while `hQ` and `hP` match the numerator and denominator to their hyperbolic and trigonometric forms. `structureFactor` combines this sum with the thermal average after checking that \(g>0\).

**Maximum and half maximum.** `denominator_eq` is the half-argument identity, and `denominator_pos` allows the fractions to be compared. `lineShape_le_peak` compares denominators under a common positive numerator. `half_maximum_iff` cancels \(\sinh g\) and compares squares, which is the doubling argument above. For existence, one direction uses \(|\sin(\varphi/2)|\le1\), and the other supplies `halfWidth g` as the phase. The restriction \(|\varphi|\le\pi\) then lets `Real.arcsin_sin` invert the sine.

**Small-\(s\) limit.** `halfWidth_quadratic` sets \(t=s^2\) and differentiates \(2\arcsin(\sinh(G^2t/4))\) at \(t=0\) by the chain rule. The derivative is \(G^2/2\). Since the function vanishes at \(t=0\), its difference quotient there is the half width divided by \(s^2\), and `hsq` carries the limit from \(t\) back to \(s\).
